# Implicit restarting with fewer shifts than basis vectors filters the Arnoldi start vector

## One shift in a two-dimensional search space

Let $A$ be a finite complex matrix, for instance a Hamiltonian in a finite basis, and let $v_0, v_1$ be the two vectors that an Arnoldi process has built so far. The first step of the process gives

$$A v_0 = H_{00}\, v_0 + H_{10}\, v_1 ,$$

with no remainder, since $v_1$ was introduced to absorb whatever $A v_0$ has outside the direction of $v_0$. A remainder $f$ appears only in $A v_1$. Write $V$ for the matrix with columns $v_0, v_1$, $H$ for the $2\times 2$ matrix of coefficients and $e_1 = (1,0)^T$. For any number $\mu$,

$$(A-\mu)\,V e_1 = V (H-\mu)\, e_1 .$$

Now factorise the small matrix as $H-\mu = QR$, with $Q$ unitary and $R$ upper triangular. The first column of $R$ has a single entry, so $R e_1 = R_{00}\, e_1$ and

$$(A-\mu)\,V e_1 = R_{00}\; V Q e_1 .$$

The vector $VQe_1$ is computed from the $2\times 2$ factorisation and the stored basis alone. Yet it is, up to the factor $R_{00}$, what a multiplication of the start vector $v_0 = Ve_1$ by $A-\mu$ would have produced.

## What a restart does to the start vector

A Krylov eigensolver can be restarted to limit the number of basis vectors it stores. Implicit restarting performs $p$ shifted QR steps on the small matrix, with $p$ smaller than the number of basis vectors, and keeps the leading columns of the rotated basis, the first of which is the new start vector. Suppose that the old start is a combination of eigenvectors of $A$ and that the filtered vector is not zero. Then, up to a factor common to all components, a component with eigenvalue $\lambda$ is multiplied by $\prod_i(\lambda-\mu_i)$. A shift placed close enough to an unwanted eigenvalue therefore suppresses that component relative to those whose eigenvalues stay away from all shifts. For a finite Hamiltonian matrix and exact arithmetic, this is how an implicitly restarted Lanczos calculation can steer its start vector towards selected states.

## The statement and its Lean form

The matrix $V$ has $k=m+1$ columns, and all indices start at zero, except that the first and last coordinate vectors keep their customary names $e_1$ and $e_k$ (positions $0$ and $m$). The hypotheses are the following.

- `Arnoldi A V H f` says that $AV = VH + f e_k^T$, where $e_k$ is the last coordinate vector, and that $H$ is upper Hessenberg: $H_{ab}=0$ when $a>b+1$. The columns of $V$ need not be orthonormal, and $A$ need not be Hermitian.
- `ShiftedQR p H μ Hs Q R` describes the QR steps. It sets $H_0=H$ and, for $i<p$, requires $H_i-\mu_i=Q_iR_i$ and $H_{i+1}=R_iQ_i+\mu_i$, with $Q_i$ unitary and $R_i$ upper triangular. The iterates $H_i$ are called `Hs i`. The sequences are indexed by all natural numbers, but only their first $p$ steps are constrained.

Two products are defined recursively: `shiftFilter A μ j` is $F_j(A)=(A-\mu_{j-1})\cdots(A-\mu_0)$, and `accQ Q j` is $U_j=Q_0\cdots Q_{j-1}$. Both are the identity for $j=0$. The theorem `restart_filters_start` states that for $p<k$

$$F_p(A)\,V e_1=\Big(\prod_{i<p}(R_i)_{00}\Big)\,V U_p e_1 .$$

If the scalar vanishes, the filtered vector is zero and the equation says nothing about the direction of the new start.

Four further theorems accompany it. With $V^\dagger V=1$, `restart_norm` gives $\|VU_pe_1\|^2=1$ and $\|F_p(A)Ve_1\|^2=\prod_{i<p}|(R_i)_{00}|^2$. The theorem `restart_spectral` assumes a finite expansion of the old start in eigenvectors and gives the factors described above. Finally, `chain_witness` and `chain_sharp` treat a three-site chain.

The theorems concern the start vector in exact arithmetic. They do not treat rounding errors, the choice of shifts, convergence, or the truncation of the rotated basis to a shorter Arnoldi relation.

## Derivation

**The filter reaches one position further per factor.** The claim is that $[F_j(H)]_{a0}=0$ for $a>j$. For $j=0$ this is the first column of the identity. For the next factor,

$$[F_{j+1}(H)]_{a0}=\sum_b (H-\mu_j)_{ab}\,[F_j(H)]_{b0},\qquad a>j+1 .$$

Terms with $b>j$ vanish by the previous case. If $b\le j$, then $a>b+1$, so $H_{ab}=0$, and the shift does not contribute because $a\neq b$.

**The residual stays invisible.** Applying the Arnoldi relation to a coefficient vector $y$ gives

$$(A-s)Vy=V(H-s)y+y_m f .$$

Take $y=F_j(H)e_1$ and $s=\mu_j$. Its last coordinate $y_m$ vanishes as long as $j<m$. A filter with $p$ factors uses $j=0,\dots,p-1$, so $p<m+1=k$ suffices, and

$$F_p(A)Ve_1=V F_p(H)e_1 .$$

**The QR steps are changes of basis.** The relation $HU_j=U_jH_j$ holds for $j=0$. If it holds for $j$, then

$$HU_{j+1}=U_jH_jQ_j=U_j(Q_jR_j+\mu_j)Q_j=U_jQ_j(R_jQ_j+\mu_j)=U_{j+1}H_{j+1}.$$

**Each triangular factor gives one number.** It follows that

$$(H-\mu_j)U_j=U_j(H_j-\mu_j)=U_jQ_jR_j=U_{j+1}R_j .$$

Since $R_je_1=(R_j)_{00}e_1$, applying both sides to $e_1$ yields $(H-\mu_j)U_je_1=(R_j)_{00}\,U_{j+1}e_1$. Induction gives $F_p(H)e_1=\prod_{i<p}(R_i)_{00}\,U_pe_1$, and multiplication by $V$ completes the proof.

**Norms and eigenvectors.** If $V^\dagger V=1$, then $\|VU_pe_1\|=\|U_pe_1\|=1$ because $U_p$ is unitary, and the norm of the filtered vector is the modulus of the scalar. If $Ax=\lambda x$, each factor multiplies $x$ by $\lambda-\mu_i$, so $F_p(A)x=\prod_{i<p}(\lambda-\mu_i)\,x$. Linearity extends this to the whole expansion.

**As many shifts as basis vectors.** Take an open chain of three sites $s_0,s_1,s_2$ with unit hopping, let $V$ contain $s_0$ and $s_1$, and set all shifts to zero. Then $H$ exchanges the two sites, $f=s_2$, and $Q_i=H$, $R_i=1$ is a valid factorisation at every step. One step gives $As_0=s_1$, as it should. Two steps give $A^2s_0=s_0+s_2$, while $VQ_0Q_1e_1=s_0$. No multiple of $s_0$ has a component on $s_2$, so the theorem would be false with $p\le k$ in place of $p<k$.

## The Lean file

```lean
import Mathlib

open Matrix Finset

namespace ImplicitRestartFilter

noncomputable section

variable {n : Type*} [Fintype n] [DecidableEq n] {m p : ℕ}

/-- The first coordinate vector of the (m+1)-dimensional projected space. -/
def e₁ (m : ℕ) : Fin (m + 1) → ℂ := Pi.single 0 1

/-- The product of the first j shifted operators, (A - μ_(j-1)) ⋯ (A - μ_0). -/
def shiftFilter (A : Matrix n n ℂ) (μ : ℕ → ℂ) : ℕ → Matrix n n ℂ
  | 0 => 1
  | j + 1 => (A - μ j • (1 : Matrix n n ℂ)) * shiftFilter A μ j

/-- The accumulated transformation Q_0 Q_1 ⋯ Q_(j-1). -/
def accQ (Q : ℕ → Matrix n n ℂ) : ℕ → Matrix n n ℂ
  | 0 => 1
  | j + 1 => accQ Q j * Q j

/-- An Arnoldi relation A V = V H + f e_kᵀ of length k = m + 1, with H upper Hessenberg. -/
structure Arnoldi (A : Matrix n n ℂ) (V : Matrix n (Fin (m + 1)) ℂ)
    (H : Matrix (Fin (m + 1)) (Fin (m + 1)) ℂ) (f : n → ℂ) : Prop where
  relation : A * V = V * H + vecMulVec f (Pi.single (Fin.last m) 1)
  hessenberg : ∀ a b : Fin (m + 1), (b : ℕ) + 1 < (a : ℕ) → H a b = 0

/-- p steps of the shifted QR iteration started from H, with shifts μ and iterates Hs. -/
structure ShiftedQR (p : ℕ) (H : Matrix (Fin (m + 1)) (Fin (m + 1)) ℂ) (μ : ℕ → ℂ)
    (Hs Q R : ℕ → Matrix (Fin (m + 1)) (Fin (m + 1)) ℂ) : Prop where
  start : Hs 0 = H
  factor : ∀ i < p, Hs i - μ i • (1 : Matrix (Fin (m + 1)) (Fin (m + 1)) ℂ) = Q i * R i
  next : ∀ i < p, Hs (i + 1) = R i * Q i + μ i • (1 : Matrix (Fin (m + 1)) (Fin (m + 1)) ℂ)
  unitary : ∀ i < p, Q i ∈ Matrix.unitaryGroup (Fin (m + 1)) ℂ
  upper : ∀ i < p, ∀ a b : Fin (m + 1), b < a → R i a b = 0

variable {A : Matrix n n ℂ} {V : Matrix n (Fin (m + 1)) ℂ} {f : n → ℂ} {μ : ℕ → ℂ}
  {H : Matrix (Fin (m + 1)) (Fin (m + 1)) ℂ}
  {Hs Q R : ℕ → Matrix (Fin (m + 1)) (Fin (m + 1)) ℂ}

omit [Fintype n] [DecidableEq n] in
/-- Applying a matrix to the first coordinate vector reads off its first column. -/
lemma mulVec_e₁ (M : Matrix n (Fin (m + 1)) ℂ) (a : n) : (M *ᵥ e₁ m) a = M a 0 := by
  simp [Matrix.mulVec, dotProduct, e₁, Pi.single_apply]

/-- After j shifted Hessenberg factors, the first column vanishes below position j. -/
theorem hessenberg_reach (hH : ∀ a b : Fin (m + 1), (b : ℕ) + 1 < (a : ℕ) → H a b = 0)
    (j : ℕ) : ∀ a : Fin (m + 1), j < (a : ℕ) → shiftFilter H μ j a 0 = 0 := by
  induction j with
  | zero =>
    intro a ha
    have h : a ≠ 0 := by
      rintro rfl
      simp at ha
    simp [shiftFilter, Matrix.one_apply_ne h]
  | succ j ih =>
    intro a ha
    rw [shiftFilter, Matrix.mul_apply]
    refine Finset.sum_eq_zero fun b _ => ?_
    by_cases hb : j < (b : ℕ)
    · rw [ih b hb, mul_zero]
    · have hab : a ≠ b := by
        rintro rfl
        omega
      have h0 := hH a b (by omega)
      simp [h0, Matrix.one_apply_ne hab]

/-- One shifted application of A to a vector V y of the search space is the projected action
plus the last coordinate of y times the residual. -/
theorem Arnoldi.step (h : Arnoldi A V H f) (s : ℂ) (y : Fin (m + 1) → ℂ) :
    (A - s • (1 : Matrix n n ℂ)) *ᵥ (V *ᵥ y) =
      V *ᵥ ((H - s • (1 : Matrix (Fin (m + 1)) (Fin (m + 1)) ℂ)) *ᵥ y)
        + y (Fin.last m) • f := by
  have hf : vecMulVec f (Pi.single (Fin.last m) 1) *ᵥ y = y (Fin.last m) • f := by
    ext i
    simp [Matrix.mulVec, dotProduct, vecMulVec_apply, Pi.single_apply, mul_comm]
  have hA : A *ᵥ (V *ᵥ y) = V *ᵥ (H *ᵥ y) + y (Fin.last m) • f := by
    rw [Matrix.mulVec_mulVec, h.relation, Matrix.add_mulVec, hf, Matrix.mulVec_mulVec]
  simp only [Matrix.sub_mulVec, Matrix.smul_mulVec, Matrix.one_mulVec, Matrix.mulVec_sub,
    Matrix.mulVec_smul, hA]
  abel

/-- For fewer than k shifts, filtering with A in the full space equals filtering with H in
the projected space. -/
theorem Arnoldi.filter_eq (h : Arnoldi A V H f) (j : ℕ) (hj : j < m + 1) :
    shiftFilter A μ j *ᵥ (V *ᵥ e₁ m) = V *ᵥ (shiftFilter H μ j *ᵥ e₁ m) := by
  induction j with
  | zero => simp [shiftFilter]
  | succ j ih =>
    -- the residual is multiplied by an entry that Hessenberg form forces to vanish
    have h0 : (shiftFilter H μ j *ᵥ e₁ m) (Fin.last m) = 0 := by
      rw [mulVec_e₁]
      exact hessenberg_reach h.hessenberg j _ (by simp only [Fin.val_last]; omega)
    simp only [shiftFilter, ← Matrix.mulVec_mulVec]
    rw [ih (by omega), h.step, h0, zero_smul, add_zero]

/-- The accumulated transformation carries H into the current QR iterate. -/
theorem ShiftedQR.intertwine (S : ShiftedQR p H μ Hs Q R) (j : ℕ) (hj : j ≤ p) :
    H * accQ Q j = accQ Q j * Hs j := by
  induction j with
  | zero => simp [accQ, S.start]
  | succ j ih =>
    have h1 := sub_eq_iff_eq_add.mp (S.factor j (by omega))
    rw [accQ, ← mul_assoc, ih (by omega), h1, S.next j (by omega)]
    simp only [mul_add, add_mul, mul_assoc, smul_mul_assoc, mul_smul_comm, mul_one]

/-- In the projected space, the filtered first vector is the first column of the accumulated
transformation times the product of the corner entries of the triangular factors. -/
theorem ShiftedQR.filter_eq (S : ShiftedQR p H μ Hs Q R) (j : ℕ) (hj : j ≤ p) :
    shiftFilter H μ j *ᵥ e₁ m = (∏ i ∈ range j, R i 0 0) • (accQ Q j *ᵥ e₁ m) := by
  induction j with
  | zero => simp [shiftFilter, accQ]
  | succ j ih =>
    have hjp : j < p := by omega
    have hH : (H - μ j • (1 : Matrix (Fin (m + 1)) (Fin (m + 1)) ℂ)) * accQ Q j
        = accQ Q j * (Q j * R j) := by
      rw [← S.factor j hjp, sub_mul, mul_sub, S.intertwine j hjp.le]
      simp
    -- a triangular factor only rescales the first coordinate vector
    have hR : R j *ᵥ e₁ m = R j 0 0 • e₁ m := by
      funext a
      rw [mulVec_e₁]
      by_cases ha : a = 0
      · subst ha
        simp [e₁]
      · rw [S.upper j hjp a 0 (Fin.pos_iff_ne_zero.mpr ha)]
        simp [e₁, ha]
    have key : (H - μ j • (1 : Matrix (Fin (m + 1)) (Fin (m + 1)) ℂ)) *ᵥ (accQ Q j *ᵥ e₁ m)
        = R j 0 0 • (accQ Q j *ᵥ (Q j *ᵥ e₁ m)) := by
      calc _ = (accQ Q j * (Q j * R j)) *ᵥ e₁ m := by rw [← hH, Matrix.mulVec_mulVec]
        _ = _ := by simp only [← Matrix.mulVec_mulVec, hR, Matrix.mulVec_smul]
    simp only [shiftFilter, accQ, ← Matrix.mulVec_mulVec]
    rw [ih hjp.le, Matrix.mulVec_smul, key, smul_smul, prod_range_succ]

/-- Implicit restarting with p < k shifts filters the start vector: the product of the shifted
operators applied to V e₁ is an explicit multiple of the new start V Q_0 ⋯ Q_(p-1) e₁. -/
theorem restart_filters_start (h : Arnoldi A V H f) (S : ShiftedQR p H μ Hs Q R)
    (hp : p < m + 1) :
    shiftFilter A μ p *ᵥ (V *ᵥ e₁ m) =
      (∏ i ∈ range p, R i 0 0) • (V *ᵥ (accQ Q p *ᵥ e₁ m)) := by
  rw [h.filter_eq p hp, S.filter_eq p le_rfl, Matrix.mulVec_smul]

/-- For an orthonormal basis V the new start vector has norm one, and the squared norm of the
filtered vector is the squared modulus of the product of the corner entries. -/
theorem restart_norm (h : Arnoldi A V H f) (S : ShiftedQR p H μ Hs Q R)
    (hp : p < m + 1) (hV : Vᴴ * V = 1) :
    star (V *ᵥ (accQ Q p *ᵥ e₁ m)) ⬝ᵥ (V *ᵥ (accQ Q p *ᵥ e₁ m)) = 1 ∧
    star (shiftFilter A μ p *ᵥ (V *ᵥ e₁ m)) ⬝ᵥ (shiftFilter A μ p *ᵥ (V *ᵥ e₁ m)) =
      (Complex.normSq (∏ i ∈ range p, R i 0 0) : ℂ) := by
  have hQ : ∀ j ≤ p, accQ Q j ∈ Matrix.unitaryGroup (Fin (m + 1)) ℂ := by
    intro j
    induction j with
    | zero => exact fun _ => one_mem _
    | succ j ih => exact fun hj => mul_mem (ih (by omega)) (S.unitary j (by omega))
  have hU : (accQ Q p)ᴴ * accQ Q p = 1 := Matrix.mem_unitaryGroup_iff'.mp (hQ p le_rfl)
  have hw : star (V *ᵥ (accQ Q p *ᵥ e₁ m)) ⬝ᵥ (V *ᵥ (accQ Q p *ᵥ e₁ m)) = 1 := by
    rw [Matrix.star_mulVec, Matrix.dotProduct_mulVec, Matrix.vecMul_vecMul, hV,
      Matrix.vecMul_one, Matrix.star_mulVec, Matrix.dotProduct_mulVec, Matrix.vecMul_vecMul,
      hU, Matrix.vecMul_one]
    simp [e₁, dotProduct, Pi.single_apply]
  refine ⟨hw, ?_⟩
  rw [restart_filters_start h S hp, star_smul, smul_dotProduct, dotProduct_smul, hw,
    Complex.normSq_eq_conj_mul_self]
  simp only [smul_eq_mul, mul_one]
  rfl

/-- If the old start is a combination of eigenvectors of A, then in the rescaled new start each
component is multiplied by the product of the differences ev - μ_i between its eigenvalue and the
shifts. -/
theorem restart_spectral {ι : Type*} (h : Arnoldi A V H f) (S : ShiftedQR p H μ Hs Q R)
    (hp : p < m + 1) (s : Finset ι) (c ev : ι → ℂ) (x : ι → n → ℂ)
    (hx : ∀ i ∈ s, A *ᵥ x i = ev i • x i) (hstart : V *ᵥ e₁ m = ∑ i ∈ s, c i • x i) :
    (∏ i ∈ range p, R i 0 0) • (V *ᵥ (accQ Q p *ᵥ e₁ m)) =
      ∑ i ∈ s, (c i * ∏ l ∈ range p, (ev i - μ l)) • x i := by
  have hF : ∀ i ∈ s, ∀ j, shiftFilter A μ j *ᵥ x i = (∏ l ∈ range j, (ev i - μ l)) • x i := by
    intro i hi j
    induction j with
    | zero => simp [shiftFilter]
    | succ j ih =>
      rw [shiftFilter, ← Matrix.mulVec_mulVec, ih, Matrix.mulVec_smul, Matrix.sub_mulVec,
        Matrix.smul_mulVec, Matrix.one_mulVec, hx i hi, ← sub_smul, smul_smul, prod_range_succ]
  have hsum := map_sum (Matrix.mulVecLin (shiftFilter A μ p)) (fun i => c i • x i) s
  simp only [Matrix.mulVecLin_apply] at hsum
  rw [← restart_filters_start h S hp, hstart, hsum]
  refine Finset.sum_congr rfl fun i hi => ?_
  rw [Matrix.mulVec_smul, hF i hi, smul_smul]

/-- The hopping matrix of an open chain of three sites. -/
def chainA : Matrix (Fin 3) (Fin 3) ℂ := !![0, 1, 0; 1, 0, 1; 0, 1, 0]

/-- The basis made of the first two sites of the chain. -/
def chainV : Matrix (Fin 3) (Fin 2) ℂ := !![1, 0; 0, 1; 0, 0]

/-- The hopping matrix restricted to the first two sites. -/
def chainH : Matrix (Fin 2) (Fin 2) ℂ := !![0, 1; 1, 0]

/-- The three-site chain with zero shifts satisfies the Arnoldi relation with orthonormal basis
and the shifted QR relations for any number of steps. -/
theorem chain_witness :
    Arnoldi (m := 1) chainA chainV chainH ![0, 0, 1] ∧ chainVᴴ * chainV = 1 ∧
    ∀ p, ShiftedQR (m := 1) p chainH (fun _ => 0) (fun _ => chainH) (fun _ => chainH)
      (fun _ => 1) := by
  refine ⟨⟨?_, ?_⟩, ?_, fun p => ⟨rfl, ?_, ?_, ?_, ?_⟩⟩
  · ext i j
    rw [Matrix.add_apply, vecMulVec_apply, Pi.single_apply]
    fin_cases i <;> fin_cases j <;>
      simp [chainA, chainV, chainH, Matrix.mul_apply, Fin.sum_univ_succ, Fin.last]
  · intro a b hab
    have := a.isLt
    omega
  · ext i j
    fin_cases i <;> fin_cases j <;>
      simp [chainV, Matrix.mul_apply, Fin.sum_univ_succ]
  · intro i _
    simp
  · intro i _
    simp
  · intro i _
    rw [Matrix.mem_unitaryGroup_iff]
    ext a b
    fin_cases a <;> fin_cases b <;>
      simp [chainH, Matrix.mul_apply, Fin.sum_univ_succ, Matrix.star_apply]
  · intro i _ a b hab
    exact Matrix.one_apply_ne hab.ne'

/-- The bound p < k is sharp: on the three-site chain with k = 2, two zero shifts give a filtered
vector that is no multiple of the vector V Q_0 Q_1 e₁. -/
theorem chain_sharp (c : ℂ) :
    shiftFilter chainA (fun _ => 0) 2 *ᵥ (chainV *ᵥ e₁ 1) ≠
      c • (chainV *ᵥ (accQ (fun _ => chainH) 2 *ᵥ e₁ 1)) := by
  intro h
  have hA : shiftFilter chainA (fun _ => 0) 2 = chainA * chainA := by simp [shiftFilter]
  rw [hA] at h
  -- the third site is reached by the filter but lies outside the search space
  have h2 := congrFun h 2
  simp [chainA, chainV, e₁, Matrix.mulVec, dotProduct, Matrix.mul_apply,
    Fin.sum_univ_succ] at h2

end

end ImplicitRestartFilter
```

```lean
#print axioms ImplicitRestartFilter.restart_filters_start
#print axioms ImplicitRestartFilter.restart_norm
#print axioms ImplicitRestartFilter.restart_spectral
#print axioms ImplicitRestartFilter.chain_sharp
```

```
'ImplicitRestartFilter.restart_filters_start' depends on axioms: [propext, Classical.choice, Quot.sound]
'ImplicitRestartFilter.restart_norm' depends on axioms: [propext, Classical.choice, Quot.sound]
'ImplicitRestartFilter.restart_spectral' depends on axioms: [propext, Classical.choice, Quot.sound]
'ImplicitRestartFilter.chain_sharp' depends on axioms: [propext, Classical.choice, Quot.sound]
```

## How the proof follows the derivation

`hessenberg_reach` is the induction on the first column. Its case distinction `by_cases hb : j < (b : ℕ)` separates the terms that vanish by the previous case from those that vanish by Hessenberg form, and `omega` supplies the index inequalities.

`Arnoldi.step` is the identity with the extra term $y_mf$. `Arnoldi.filter_eq` compares the filters built from $A$ and from $H$ on the start vector only, and its local result `h0` shows that the coordinate $y_m$ is zero: `mulVec_e₁` turns it into an entry of the first column, to which `hessenberg_reach` applies. The bound on the number of shifts is used here.

`ShiftedQR.intertwine` proves $HU_j=U_jH_j$ by substituting the factorisation and the update rule. In `ShiftedQR.filter_eq`, `hH` is the identity $(H-\mu_j)U_j=U_jQ_jR_j$, `hR` is the action of the triangular factor on $e_1$, and `key` combines them. The last rewrite adds the new corner entry to the product. `restart_filters_start` then joins the two `filter_eq` results in one line.

Unitarity of the $Q_i$ plays no part up to this point. It enters in `restart_norm`, where `hQ` shows by induction that the accumulated product is unitary and `hw` moves the adjoints across the inner product until $V^\dagger V$ and $U_p^\dagger U_p$ reduce to the identity.

In `restart_spectral`, `hF` is the induction for a single eigenvector, and `map_sum` carries the filter through the expansion. For the chain, `chain_witness` checks the hypotheses entry by entry, and `chain_sharp` compares the components on the third site, where the supposed equality would read $1=0$.
